# Minimum or collapse: the energy of a relativistic trial state under scaling

Take one particle of unit mass and one momentum, with the light speed and the momentum both set to 1. Dividing all lengths by a > 0 changes the momentum to a, and a Coulomb attraction of strength W contributes −aW:

E(a) = √(a² + 1) − 1 − aW

For W = 1/2 the slope a/√(a² + 1) − 1/2 vanishes at a = 1/√3, where E has its minimum √3/2 − 1. For W = 2, the bound √(a² + 1) − 1 ≤ a gives E(a) ≤ −a, and the energy falls without limit. The kinetic energy grows only linearly at large a, as the attraction does, so the coefficients decide.

## The model with several momenta

In atomic units with light speed c, a particle of unit mass and momentum q has total energy ε(q) and kinetic energy T(q):

ε(q) = √(c²q² + c⁴)

T(q) = ε(q) − c²

The trial state has finitely many momentum magnitudes p_i with weights w_i. The mean momentum P is here the mean of these magnitudes, not of the momentum vector, which averages to zero for a real wavefunction. P and the scaled energy are

P = Σ w_i p_i

E(a) = Σ w_i T(a p_i) − aW

In Lean these are `relEnergy`, `kinetic`, `meanMomentum` and `energy`; the index i runs over a finite type `ι`. Positivity and Σ w_i = 1 are hypotheses of the theorems that need them.

```lean
import Mathlib

open Finset

namespace RelativisticCollapse

noncomputable section

/-- Total energy of a particle of unit mass and momentum `q`, with light speed `c`. -/
def relEnergy (c q : ℝ) : ℝ := √(c ^ 2 * q ^ 2 + c ^ 4)

/-- Relativistic kinetic energy: the total energy minus the rest energy `c ^ 2`. -/
def kinetic (c q : ℝ) : ℝ := relEnergy c q - c ^ 2

variable {ι : Type*} [Fintype ι]

/-- Mean momentum of the unscaled state, with weights `w` and momenta `p`. -/
def meanMomentum (w p : ι → ℝ) : ℝ := ∑ i, w i * p i

/-- Energy of the state after all momenta are scaled by `a`; the attraction scales as `-a W`. -/
def energy (c W : ℝ) (w p : ι → ℝ) (a : ℝ) : ℝ :=
  ∑ i, w i * kinetic c (a * p i) - a * W
```

The number W stands for the size of the mean Coulomb attraction in the unscaled state, which is multiplied by a when all lengths are divided by a. It is a free parameter here, whereas a wavefunction and the charges would fix both W and the momentum distribution. A normalisable wavefunction in free space has a continuous spread of momentum magnitudes, for which the finite list is a discrete stand-in. The model shows how a strong attraction can make a relativistic variational energy collapse, but only along one scaling parameter and for finitely many momenta. A minimum along this path does not bound the energy from below over all trial states. The collapse here comes from an attraction that outweighs a positive kinetic energy; the variational collapse met with the Dirac Hamiltonian comes from its negative-energy states and is a different effect.

## (a) Four bounds on the kinetic energy

For c, q > 0, show that

cq − c² < T(q)

T(q) ≤ cq

T(q) ≤ q²/2

T(q) ≤ cq − c² + c³/(2q)

**Solution.** Compare squares with ε² = c²q² + c⁴:

(cq)² = ε² − c⁴

(cq + c²)² = ε² + 2c³q

(c² + q²/2)² = ε² + q⁴/4

(cq + c³/(2q))² = ε² + c⁶/(4q²)

Taking positive roots and subtracting c² gives the four bounds. In the code, `h1` to `h4` are these comparisons, with `Real.lt_sqrt` and `Real.sqrt_le_iff` removing the roots.

```lean
variable {c W : ℝ} {w p : ι → ℝ}

/-- For positive `c` and `q`, the kinetic energy lies strictly above `c q - c ^ 2`, and is at most
each of `c q`, the Newtonian value `q ^ 2 / 2`, and `c q - c ^ 2 + c ^ 3 / (2 q)`. -/
theorem kinetic_bounds (hc : 0 < c) {q : ℝ} (hq : 0 < q) :
    c * q - c ^ 2 < kinetic c q ∧ kinetic c q ≤ c * q ∧ kinetic c q ≤ q ^ 2 / 2 ∧
      kinetic c q ≤ c * q - c ^ 2 + c ^ 3 / (2 * q) := by
  unfold kinetic relEnergy
  have hc4 : 0 < c ^ 4 := by positivity
  have h1 : c * q < √(c ^ 2 * q ^ 2 + c ^ 4) :=
    (Real.lt_sqrt (by positivity)).2 (by nlinarith)
  have h2 : √(c ^ 2 * q ^ 2 + c ^ 4) ≤ c * q + c ^ 2 := by
    have h : 0 < c ^ 3 * q := by positivity
    exact Real.sqrt_le_iff.2 ⟨by positivity, by nlinarith⟩
  have h3 : √(c ^ 2 * q ^ 2 + c ^ 4) ≤ c ^ 2 + q ^ 2 / 2 :=
    Real.sqrt_le_iff.2 ⟨by positivity, by nlinarith [sq_nonneg (q ^ 2)]⟩
  have h4 : √(c ^ 2 * q ^ 2 + c ^ 4) ≤ c * q + c ^ 3 / (2 * q) := by
    have ht : q * (c ^ 3 / (2 * q)) = c ^ 3 / 2 := by field_simp
    have e : (c * q + c ^ 3 / (2 * q)) ^ 2
        = c ^ 2 * q ^ 2 + c ^ 4 + (c ^ 3 / (2 * q)) ^ 2 := by
      linear_combination 2 * c * ht
    refine Real.sqrt_le_iff.2 ⟨by positivity, ?_⟩
    rw [e]
    linarith [sq_nonneg (c ^ 3 / (2 * q))]
  exact ⟨by linarith, by linarith, by linarith, by linarith⟩
```

## (b) A linear lower bound on the energy

Let c, all w_i and all p_i be positive, with Σ w_i = 1. Show that for every a > 0

E(a) > a(cP − W) − c²

**Solution.** Put q = a p_i in the first bound of (a) and average:

Σ w_i T(a p_i) > Σ w_i (c a p_i − c²) = acP − c²

Subtract aW. The inequality stays strict because weights summing to 1 cannot form an empty list; `sum_lt_sum_of_nonempty` uses this, and `he` evaluates the middle sum.

```lean
/-- For positive `c`, weights and momenta, with weights summing to one, the energy at any
scale `a > 0` exceeds `a (c P - W) - c ^ 2`, where `P` is the mean momentum. -/
theorem energy_lower_bound (hc : 0 < c) (hw : ∀ i, 0 < w i) (hp : ∀ i, 0 < p i)
    (hsum : ∑ i, w i = 1) {a : ℝ} (ha : 0 < a) :
    a * (c * meanMomentum w p - W) - c ^ 2 < energy c W w p a := by
  have h0 : ∑ i, w i ≠ 0 := by rw [hsum]; exact one_ne_zero
  have hlt : ∑ i, w i * (c * (a * p i) - c ^ 2) < ∑ i, w i * kinetic c (a * p i) :=
    sum_lt_sum_of_nonempty (nonempty_of_sum_ne_zero h0) fun i _ =>
      mul_lt_mul_of_pos_left (kinetic_bounds hc (mul_pos ha (hp i))).1 (hw i)
  have he : ∑ i, w i * (c * (a * p i) - c ^ 2)
      = a * c * ∑ i, w i * p i - c ^ 2 * ∑ i, w i := by
    rw [mul_sum, mul_sum, ← sum_sub_distrib]
    exact sum_congr rfl fun i _ => by ring
  rw [he, hsum] at hlt
  unfold energy meanMomentum
  linarith
```

## (c) The slope in the scale

For c > 0 and any real a, show that

E′(a) = Σ w_i c² a p_i² / ε(a p_i) − W

**Solution.** By the chain rule, each term has derivative

d/da √(c²a²p_i² + c⁴) = 2c² a p_i² / (2ε(a p_i))

The root is differentiable because its argument is at least c⁴ > 0. `HasDerivAt` expresses differentiability at `a` with the stated derivative; `hk` treats one momentum, and the last lines sum the terms.

```lean
/-- For `c > 0`, the slope of the energy in the scale `a` is the sum of `w c ^ 2 a p ^ 2 / ε` over
the momenta `p` with weights `w`, minus `W`; here `ε` is the total one-particle energy at momentum
`a p`. -/
theorem energy_hasDerivAt (hc : 0 < c) (a : ℝ) :
    HasDerivAt (fun x => energy c W w p x)
      (∑ i, w i * (c ^ 2 * (a * p i) * p i / relEnergy c (a * p i)) - W) a := by
  have hk : ∀ i, HasDerivAt (fun x => kinetic c (x * p i))
      (c ^ 2 * (a * p i) * p i / relEnergy c (a * p i)) a := by
    intro i
    have h1 : HasDerivAt (fun x : ℝ => x * p i) (p i) a := hasDerivAt_mul_const (p i)
    have h2 : HasDerivAt (fun x : ℝ => c ^ 2 * (x * p i) ^ 2 + c ^ 4)
        (c ^ 2 * (2 * (a * p i) * p i)) a :=
      (((h1.fun_pow 2).const_mul (c ^ 2)).add_const (c ^ 4)).congr_deriv (by norm_num)
    have hne : c ^ 2 * (a * p i) ^ 2 + c ^ 4 ≠ 0 := by positivity
    unfold kinetic relEnergy
    refine ((h2.sqrt hne).sub_const (c ^ 2)).congr_deriv ?_
    rw [show c ^ 2 * (2 * (a * p i) * p i) = 2 * (c ^ 2 * (a * p i) * p i) by ring,
      mul_div_mul_left _ _ two_ne_zero]
  unfold energy
  exact (HasDerivAt.fun_sum fun i _ => (hk i).const_mul (w i)).fun_sub
    (hasDerivAt_mul_const W)
```

## (d) A minimum for weak attraction

Let all parameters be positive, Σ w_i = 1 and W < cP. Find an a > 0 such that, for every b > 0,

E(a) ≤ E(b)

**Solution.** Let S = Σ w_i p_i² and s = W/S. The Newtonian bound gives

E(s) ≤ s²S/2 − sW = −sW/2 < 0

Let R = c²/(cP − W). By (b), E(b) > 0 whenever b ≥ R, so s < R. The continuous function E has a minimum on [0, R], at some a with E(a) ≤ E(s) < 0. Since E(0) = 0, a is not 0. Beyond R the energy is positive, so a is a minimiser over all positive scales.

The code follows the same route: `hneg` is the negative energy, `hfar` the positive tail, and `isCompact_Icc.exists_isMinOn` supplies the minimiser.

```lean
/-- If all parameters are positive, the weights sum to one and `W < c P`, with `P` the mean
momentum, then the energy has a minimum at some scale `a > 0`. -/
theorem exists_minimum (hc : 0 < c) (hW : 0 < W) (hw : ∀ i, 0 < w i) (hp : ∀ i, 0 < p i)
    (hsum : ∑ i, w i = 1) (h : W < c * meanMomentum w p) :
    ∃ a, 0 < a ∧ ∀ b, 0 < b → energy c W w p a ≤ energy c W w p b := by
  have h0 : ∑ i, w i ≠ 0 := by rw [hsum]; exact one_ne_zero
  -- the Newtonian bound gives a scale of negative energy
  obtain ⟨s, hs, hneg⟩ : ∃ s, 0 < s ∧ energy c W w p s < 0 := by
    have hS : 0 < ∑ i, w i * p i ^ 2 :=
      sum_pos (fun i _ => mul_pos (hw i) (pow_pos (hp i) 2)) (nonempty_of_sum_ne_zero h0)
    obtain ⟨s, hs, hsS⟩ : ∃ s, 0 < s ∧ s * ∑ i, w i * p i ^ 2 = W :=
      ⟨W / ∑ i, w i * p i ^ 2, div_pos hW hS, div_mul_cancel₀ _ hS.ne'⟩
    refine ⟨s, hs, ?_⟩
    have hle : ∑ i, w i * kinetic c (s * p i) ≤ s ^ 2 / 2 * ∑ i, w i * p i ^ 2 := by
      rw [mul_sum]
      refine sum_le_sum fun i _ => ?_
      have hk := mul_le_mul_of_nonneg_left
        (kinetic_bounds hc (mul_pos hs (hp i))).2.2.1 (hw i).le
      linarith
    have he : s ^ 2 / 2 * ∑ i, w i * p i ^ 2 = s * W / 2 := by
      linear_combination s / 2 * hsS
    have hsW := mul_pos hs hW
    unfold energy
    linarith
  -- beyond the scale R the energy is positive
  have hd : 0 < c * meanMomentum w p - W := sub_pos.2 h
  let R := c ^ 2 / (c * meanMomentum w p - W)
  have hfar : ∀ b, 0 < b → R ≤ b → 0 < energy c W w p b := by
    intro b hb hRb
    have h1 := (div_le_iff₀ hd).1 hRb
    have h2 := energy_lower_bound (W := W) hc hw hp hsum hb
    linarith
  have hsR : s ≤ R := by
    by_contra hcon
    linarith [hfar s hs (not_le.1 hcon).le]
  have hcont : Continuous (fun x => energy c W w p x) :=
    continuous_iff_continuousAt.2 fun a => (energy_hasDerivAt hc a).continuousAt
  obtain ⟨a, haR, hmin⟩ := isCompact_Icc.exists_isMinOn
    (⟨s, hs.le, hsR⟩ : (Set.Icc 0 R).Nonempty) hcont.continuousOn
  have hle : ∀ b, 0 ≤ b → b ≤ R → energy c W w p a ≤ energy c W w p b :=
    fun b h1 h2 => hmin ⟨h1, h2⟩
  have has := hle s hs.le hsR
  have hzero : energy c W w p 0 = 0 := by
    have hr : √(c ^ 4) = c ^ 2 := by
      rw [show c ^ 4 = (c ^ 2) ^ 2 by ring]
      exact Real.sqrt_sq (by positivity)
    simp [energy, kinetic, relEnergy, hr]
  have ha : a ≠ 0 := by
    rintro rfl
    linarith
  refine ⟨a, lt_of_le_of_ne haR.1 ha.symm, fun b hb => ?_⟩
  rcases le_total b R with hbR | hbR
  · exact hle b hb.le hbR
  · linarith [hfar b hb hbR]
```

## (e) Collapse for strong attraction

Let c, all w_i and all p_i be positive and W > cP. Show that for every real b some a > 0 satisfies

E(a) < b

**Solution.** Averaging T(q) ≤ cq gives

E(a) ≤ −a(W − cP)

With a = (|b| + 1)/(W − cP), the right side is −|b| − 1 < b.

In Lean, `energy c W w p '' Set.Ioi 0` is the set of energies at positive scales, and `¬ BddBelow` says that it has no lower bound. The proof assumes a bound `b` and contradicts it at this scale.

```lean
/-- If `c`, the weights and the momenta are positive and `W > c P`, with `P` the mean momentum,
then the energy is unbounded below over the scales `a > 0`. -/
theorem collapse (hc : 0 < c) (hw : ∀ i, 0 < w i) (hp : ∀ i, 0 < p i)
    (h : c * meanMomentum w p < W) : ¬ BddBelow (energy c W w p '' Set.Ioi 0) := by
  rintro ⟨b, hb⟩
  have hd : 0 < W - c * meanMomentum w p := sub_pos.2 h
  obtain ⟨a, ha, had⟩ : ∃ a, 0 < a ∧ a * (W - c * meanMomentum w p) = |b| + 1 :=
    ⟨(|b| + 1) / (W - c * meanMomentum w p), by positivity, div_mul_cancel₀ _ hd.ne'⟩
  have hle : ∑ i, w i * kinetic c (a * p i) ≤ a * c * meanMomentum w p := by
    unfold meanMomentum
    rw [mul_sum]
    refine sum_le_sum fun i _ => ?_
    have hk := mul_le_mul_of_nonneg_left
      (kinetic_bounds hc (mul_pos ha (hp i))).2.1 (hw i).le
    linarith
  have hba : b ≤ energy c W w p a := hb ⟨a, ha, rfl⟩
  unfold energy at hba
  linarith [neg_abs_le b]
```

## (f) The critical attraction

With c, all w_i and all p_i positive, Σ w_i = 1 and W = cP, show that

inf E(a) = −c² over a > 0, and E(a) > −c² for every a > 0

**Solution.** Part (b) gives the strict inequality. For the infimum, average the last bound of (a):

E(a) ≤ −c² + K/a, where K = Σ w_i c³/(2p_i)

If b > −c², choose a = (K + 1)/(b + c²). Then K/a < b + c², so E(a) < b and b is not a lower bound.

Replacing T(q) by its leading term cq at large q would give the wrong limit, 0: the linear terms cancel here, and the constant −c² is what remains.

`IsGLB` means greatest lower bound. The code derives the contradiction from `hle`, the averaged bound, and `hKa`, the estimate of K/a.

```lean
/-- If `c`, the weights and the momenta are positive, the weights sum to one and `W = c P`, with
`P` the mean momentum, then the infimum of the energy over `a > 0` is `-c ^ 2`, and it is
not attained. -/
theorem critical_infimum (hc : 0 < c) (hw : ∀ i, 0 < w i) (hp : ∀ i, 0 < p i)
    (hsum : ∑ i, w i = 1) (h : W = c * meanMomentum w p) :
    IsGLB (energy c W w p '' Set.Ioi 0) (-c ^ 2) ∧
      ∀ a, 0 < a → -c ^ 2 < energy c W w p a := by
  have hlow : ∀ a, 0 < a → -c ^ 2 < energy c W w p a := by
    intro a ha
    have h1 := energy_lower_bound (W := W) hc hw hp hsum ha
    rw [← h, sub_self, mul_zero] at h1
    linarith
  refine ⟨⟨?_, fun b hb => ?_⟩, hlow⟩
  · rintro _ ⟨a, ha, rfl⟩
    exact (hlow a ha).le
  by_contra hcon
  have hd : 0 < b + c ^ 2 := by linarith [not_le.1 hcon]
  -- the excess over -c ^ 2 is at most K / a
  let K := ∑ i, w i * (c ^ 3 / (2 * p i))
  have hK : 0 ≤ K := sum_nonneg fun i _ => by
    have h1 := hw i
    have h2 := hp i
    positivity
  obtain ⟨a, ha, had⟩ : ∃ a, 0 < a ∧ a * (b + c ^ 2) = K + 1 :=
    ⟨(K + 1) / (b + c ^ 2), by positivity, div_mul_cancel₀ _ hd.ne'⟩
  have hle : ∑ i, w i * kinetic c (a * p i)
      ≤ a * c * ∑ i, w i * p i - c ^ 2 * ∑ i, w i + a⁻¹ * K := by
    rw [mul_sum, mul_sum, mul_sum, ← sum_sub_distrib, ← sum_add_distrib]
    refine sum_le_sum fun i _ => ?_
    have hk := mul_le_mul_of_nonneg_left
      (kinetic_bounds hc (mul_pos ha (hp i))).2.2.2 (hw i).le
    have he : c ^ 3 / (2 * (a * p i)) = a⁻¹ * (c ^ 3 / (2 * p i)) := by
      have h1 := (hp i).ne'
      field_simp
    rw [he] at hk
    linarith
  have hKa : a⁻¹ * K < b + c ^ 2 := by
    rw [inv_mul_lt_iff₀ ha]
    linarith
  have hba : b ≤ energy c W w p a := hb ⟨a, ha, rfl⟩
  have haW : a * W = a * c * ∑ i, w i * p i := by rw [h, meanMomentum, mul_assoc]
  rw [hsum] at hle
  unfold energy at hba
  linarith
```

## (g) The three regimes together

Let all parameters be positive and Σ w_i = 1. Show that

E attains a minimum on a > 0 ⇔ W < cP

E is unbounded below on a > 0 ⇔ W > cP

and that W = cP gives the unattained infimum of (f).

**Solution.** Parts (d), (e) and (f) give the implications from W to the behaviour of E. Conversely, a minimum rules out W = cP by (f) and W > cP by (e). If W ≤ cP, part (b) gives E(a) > −c², so an unbounded energy requires W > cP. `lt_trichotomy` makes the case split for the minimum.

```lean
/-- Let all parameters be positive, the weights sum to one, and `P` be the mean momentum. The
energy attains a minimum over `a > 0` exactly when `W < c P`, is unbounded below exactly when
`W > c P`, and for `W = c P` has the unattained infimum `-c ^ 2`. -/
theorem stability_trichotomy (hc : 0 < c) (hW : 0 < W) (hw : ∀ i, 0 < w i)
    (hp : ∀ i, 0 < p i) (hsum : ∑ i, w i = 1) :
    ((∃ a, 0 < a ∧ ∀ b, 0 < b → energy c W w p a ≤ energy c W w p b) ↔
        W < c * meanMomentum w p) ∧
      (¬ BddBelow (energy c W w p '' Set.Ioi 0) ↔ c * meanMomentum w p < W) ∧
      (W = c * meanMomentum w p → IsGLB (energy c W w p '' Set.Ioi 0) (-c ^ 2) ∧
        ∀ a, 0 < a → -c ^ 2 < energy c W w p a) := by
  refine ⟨⟨?_, exists_minimum hc hW hw hp hsum⟩, ⟨fun hun => ?_, collapse hc hw hp⟩,
    critical_infimum hc hw hp hsum⟩
  · rintro ⟨a, ha, hmin⟩
    have hlb : energy c W w p a ∈ lowerBounds (energy c W w p '' Set.Ioi 0) := by
      rintro _ ⟨b, hb, rfl⟩
      exact hmin b hb
    rcases lt_trichotomy W (c * meanMomentum w p) with h | h | h
    · exact h
    · obtain ⟨hglb, hlt⟩ := critical_infimum hc hw hp hsum h
      exact absurd (hglb.2 hlb) (not_le_of_gt (hlt a ha))
    · exact absurd ⟨_, hlb⟩ (collapse hc hw hp h)
  · by_contra hcon
    refine hun ⟨-c ^ 2, ?_⟩
    rintro _ ⟨a, ha, rfl⟩
    have h1 := energy_lower_bound (W := W) hc hw hp hsum ha
    have h2 := mul_nonneg (le_of_lt ha) (sub_nonneg.2 (not_lt.1 hcon))
    linarith
```

## (h) Virial relations at the minimum

Let c > 0, Σ w_i = 1, and let a > 0 minimise E over positive scales. With q_i = a p_i, show that

Σ w_i c²q_i²/ε(q_i) = aW

E(a) = Σ w_i c⁴/ε(q_i) − c²

**Solution.** At an interior minimum E′(a) = 0; multiplying (c) by a gives the first relation. Then use ε² = c²q² + c⁴, divided by ε:

T(q) − c²q²/ε(q) = c⁴/ε(q) − c²

Averaging gives the second. Both relations concern the minimum along the scaling path; nothing is proved here about eigenstates of a Hamiltonian. In the opening example with W = 1/2, ε = 2/√3 and the second relation returns √3/2 − 1.

In the code, `hloc.hasDerivAt_eq_zero` sets the slope to zero, `hv` is the first relation, and `he` is the divided energy–momentum relation.

```lean
/-- Virial relations for the scaled trial energy: for `c > 0` and weights summing to one, at a scale
`a > 0` of minimal energy the mean of `c ^ 2 q ^ 2 / ε` equals `a W`, and the energy equals the mean
of `c ^ 4 / ε` minus `c ^ 2`; here `q = a p` and `ε` is the total one-particle energy. -/
theorem virial (hc : 0 < c) (hsum : ∑ i, w i = 1) {a : ℝ} (ha : 0 < a)
    (hmin : ∀ b, 0 < b → energy c W w p a ≤ energy c W w p b) :
    ∑ i, w i * (c ^ 2 * (a * p i) ^ 2 / relEnergy c (a * p i)) = a * W ∧
      energy c W w p a = ∑ i, w i * (c ^ 4 / relEnergy c (a * p i)) - c ^ 2 := by
  have hloc : IsLocalMin (fun x => energy c W w p x) a := by
    filter_upwards [Ioi_mem_nhds ha] with b hb using hmin b hb
  have hz := hloc.hasDerivAt_eq_zero (energy_hasDerivAt hc a)
  have hv : ∑ i, w i * (c ^ 2 * (a * p i) ^ 2 / relEnergy c (a * p i)) = a * W := by
    rw [← sub_eq_zero.1 hz, mul_sum]
    exact sum_congr rfl fun i _ => by ring
  refine ⟨hv, ?_⟩
  have hs : c ^ 2 = ∑ i, w i * c ^ 2 := by rw [← sum_mul, hsum, one_mul]
  have key : ∑ i, w i * kinetic c (a * p i)
      - ∑ i, w i * (c ^ 2 * (a * p i) ^ 2 / relEnergy c (a * p i))
      = ∑ i, w i * (c ^ 4 / relEnergy c (a * p i)) - ∑ i, w i * c ^ 2 := by
    rw [← sum_sub_distrib, ← sum_sub_distrib]
    refine sum_congr rfl fun i _ => ?_
    have hne : relEnergy c (a * p i) ≠ 0 := by
      unfold relEnergy
      positivity
    have hsq : relEnergy c (a * p i) ^ 2 = c ^ 2 * (a * p i) ^ 2 + c ^ 4 :=
      Real.sq_sqrt (by positivity)
    -- the energy-momentum relation, divided by ε
    have he : relEnergy c (a * p i) - c ^ 2 * (a * p i) ^ 2 / relEnergy c (a * p i)
        = c ^ 4 / relEnergy c (a * p i) := by
      rw [sub_eq_iff_eq_add, ← add_div, eq_div_iff hne]
      linear_combination hsq
    unfold kinetic
    linear_combination w i * he
  unfold energy
  linarith

end

end RelativisticCollapse
```

```lean
#print axioms RelativisticCollapse.stability_trichotomy
#print axioms RelativisticCollapse.virial
```

```
'RelativisticCollapse.stability_trichotomy' depends on axioms: [propext, Classical.choice, Quot.sound]
'RelativisticCollapse.virial' depends on axioms: [propext, Classical.choice, Quot.sound]
```
